# Hund determinants of partly filled shells have a positive spin-orbit sum below half filling and a negative one above it

In $LS$ coupling and to first order in the spin-orbit interaction, a $p^4$ ground multiplet comes out upside down if the level order of $p^2$ is carried over to it unchanged. The sign behind this reversal is that of $\sum m\,m_s$ over the occupied spin-orbitals of a Hund determinant, which has the largest total spin projection for its number of electrons and, given that, the largest total orbital projection. The file below determines this sign for a single shell.

```lean
import Mathlib

open Finset

namespace ShellSpinOrbit

variable {l : ℕ}

/-- A spin-orbital of the shell `l`: an orbital index and a spin (`true` is up). -/
abbrev SpinOrbital (l : ℕ) := Fin (2 * l + 1) × Bool

/-- The orbital projection `m = -l, ..., l`. -/
def ml (i : Fin (2 * l + 1)) : ℚ := ((i : ℕ) : ℚ) - (l : ℚ)

/-- The spin projection, `1/2` or `-1/2`. -/
def ms (s : Bool) : ℚ := if s = true then 1 / 2 else -1 / 2

/-- Total orbital projection of a determinant. -/
def ML (A : Finset (SpinOrbital l)) : ℚ := ∑ p ∈ A, ml p.1

/-- Total spin projection of a determinant. -/
def MS (A : Finset (SpinOrbital l)) : ℚ := ∑ p ∈ A, ms p.2

/-- The diagonal spin-orbit sum of `m * ms` over the occupied spin-orbitals. -/
def spinOrbit (A : Finset (SpinOrbital l)) : ℚ := ∑ p ∈ A, ml p.1 * ms p.2

/-- The orbitals occupied with a given spin. -/
def layer (A : Finset (SpinOrbital l)) (s : Bool) : Finset (Fin (2 * l + 1)) :=
  univ.filter fun i => (i, s) ∈ A

/-- The determinant has the largest `MS` possible for its number of electrons. -/
def MaxSpin (A : Finset (SpinOrbital l)) : Prop :=
  ∀ B : Finset (SpinOrbital l), B.card = A.card → MS B ≤ MS A

/-- A Hund determinant: `MS` is maximal for the number of electrons, and `ML` is
maximal among the determinants with that `MS`. -/
structure IsHund (A : Finset (SpinOrbital l)) : Prop where
  spin : MaxSpin A
  orbital : ∀ B : Finset (SpinOrbital l), B.card = A.card → MS B = MS A → ML B ≤ ML A

lemma ms_up : ms true = 1 / 2 := if_pos rfl

lemma ms_down : ms false = -1 / 2 := if_neg (by decide)

lemma mem_layer {A : Finset (SpinOrbital l)} {s : Bool} {i : Fin (2 * l + 1)} :
    i ∈ layer A s ↔ (i, s) ∈ A := by
  simp [layer]

/-- The orbital projections of a full layer add up to zero. -/
lemma sum_ml : ∑ i : Fin (2 * l + 1), ml i = 0 := by
  have h : ∑ i : Fin (2 * l + 1), ml i.rev = ∑ i : Fin (2 * l + 1), ml i :=
    Equiv.sum_comp Fin.revPerm ml
  have h2 : ∀ i : Fin (2 * l + 1), ml i.rev = -ml i := by
    intro i
    have hi : (i.rev : ℕ) + (i : ℕ) = 2 * l := by
      have := i.isLt
      rw [Fin.val_rev]
      omega
    have hq : ((i.rev : ℕ) : ℚ) + ((i : ℕ) : ℚ) = 2 * (l : ℚ) := by exact_mod_cast hi
    unfold ml
    linarith
  simp only [h2, sum_neg_distrib] at h
  linarith

/-- A sum over the electrons splits into spin-up and spin-down parts. -/
lemma sum_layers {M : Type*} [AddCommMonoid M] (A : Finset (SpinOrbital l))
    (f : SpinOrbital l → M) :
    ∑ p ∈ A, f p = ∑ i ∈ layer A true, f (i, true) + ∑ i ∈ layer A false, f (i, false) := by
  have h : ∑ p ∈ A, f p = ∑ p, if p ∈ A then f p else 0 := by
    rw [sum_ite_mem, univ_inter]
  rw [h, Fintype.sum_prod_type]
  simp only [layer, sum_filter, Fintype.sum_bool, sum_add_distrib]

lemma card_layers (A : Finset (SpinOrbital l)) :
    A.card = (layer A true).card + (layer A false).card := by
  simpa using sum_layers A (fun _ => (1 : ℕ))

lemma spinOrbit_layers (A : Finset (SpinOrbital l)) :
    spinOrbit A = (∑ i ∈ layer A true, ml i - ∑ i ∈ layer A false, ml i) / 2 := by
  unfold spinOrbit
  rw [sum_layers]
  simp only [ms_up, ms_down, ← sum_mul]
  ring

lemma card_exchange {A : Finset (SpinOrbital l)} {a b : SpinOrbital l}
    (ha : a ∈ A) (hb : b ∉ A) : (insert b (A.erase a)).card = A.card := by
  rw [card_insert_of_notMem (fun h => hb (mem_of_mem_erase h)), card_erase_add_one ha]

/-- Moving one electron from `a` to `b` changes an additive quantity by `f b - f a`. -/
lemma sum_exchange {A : Finset (SpinOrbital l)} {a b : SpinOrbital l}
    (ha : a ∈ A) (hb : b ∉ A) (f : SpinOrbital l → ℚ) :
    ∑ p ∈ insert b (A.erase a), f p = ∑ p ∈ A, f p - f a + f b := by
  rw [sum_insert (fun h => hb (mem_of_mem_erase h))]
  have := add_sum_erase A f ha
  linarith

/-- Particle-hole antisymmetry: the spin-orbit sum over the holes of any determinant is
minus the sum over its electrons. -/
theorem spinOrbit_compl (A : Finset (SpinOrbital l)) : spinOrbit Aᶜ = -spinOrbit A := by
  have h := sum_add_sum_compl A (fun p : SpinOrbital l => ml p.1 * ms p.2)
  -- the two spin projections of each orbital cancel in the full shell
  have h0 : ∑ p : SpinOrbital l, ml p.1 * ms p.2 = 0 := by
    rw [Fintype.sum_prod_type]
    refine sum_eq_zero fun i _ => ?_
    simp only [Fintype.sum_bool, ms_up, ms_down]
    ring
  unfold spinOrbit
  linarith

/-- At maximal `MS`, either no electron has spin down or every spin-up orbital is filled. -/
theorem MaxSpin.layers {A : Finset (SpinOrbital l)} (h : MaxSpin A) :
    layer A false = ∅ ∨ layer A true = univ := by
  rcases (layer A false).eq_empty_or_nonempty with h0 | ⟨a, ha⟩
  · exact Or.inl h0
  · refine Or.inr (eq_univ_iff_forall.2 fun b => by_contra fun hb => ?_)
    -- moving a spin-down electron to an empty spin-up spin-orbital would raise MS
    have ha' := mem_layer.1 ha
    have hb' : (b, true) ∉ A := fun h => hb (mem_layer.2 h)
    have h1 := h _ (card_exchange ha' hb')
    unfold MS at h1
    rw [sum_exchange ha' hb'] at h1
    simp only [ms_up, ms_down] at h1
    linarith

lemma MaxSpin.down_empty {A : Finset (SpinOrbital l)} (h : MaxSpin A)
    (hn : A.card ≤ 2 * l + 1) : layer A false = ∅ := by
  rcases h.layers with h0 | h1
  · exact h0
  · have hc := card_layers A
    rw [h1, card_univ, Fintype.card_fin] at hc
    exact card_eq_zero.1 (by omega)

lemma MaxSpin.up_full {A : Finset (SpinOrbital l)} (h : MaxSpin A)
    (hn : 2 * l + 1 ≤ A.card) : layer A true = univ := by
  rcases h.layers with h0 | h1
  · have hc := card_layers A
    have hle := card_le_univ (layer A true)
    rw [h0, card_empty] at hc
    rw [Fintype.card_fin] at hle
    exact eq_univ_of_card _ (by rw [Fintype.card_fin]; omega)
  · exact h1

/-- For a determinant of maximal `MS`, the spin-orbit sum is `ML/2` up to half filling
and `-ML/2` from half filling on. -/
theorem spinOrbit_of_maxSpin {A : Finset (SpinOrbital l)} (h : MaxSpin A) :
    (A.card ≤ 2 * l + 1 → spinOrbit A = ML A / 2) ∧
      (2 * l + 1 ≤ A.card → spinOrbit A = -ML A / 2) := by
  have hM : ML A = ∑ i ∈ layer A true, ml i + ∑ i ∈ layer A false, ml i :=
    sum_layers A (fun p => ml p.1)
  constructor <;> intro hn
  · rw [spinOrbit_layers, hM, h.down_empty hn, sum_empty]
    ring
  · rw [spinOrbit_layers, hM, h.up_full hn, sum_ml]
    ring

/-- In a Hund determinant, a partly filled spin layer has positive total `m`. -/
theorem IsHund.layer_pos {A : Finset (SpinOrbital l)} (h : IsHund A) (s : Bool)
    (h0 : 0 < (layer A s).card) (h1 : (layer A s).card < 2 * l + 1) :
    0 < ∑ i ∈ layer A s, ml i := by
  by_contra hs
  obtain ⟨a, ha, ha0⟩ : ∃ a ∈ layer A s, ml a ≤ 0 := by
    by_contra hc
    exact hs (sum_pos (fun a ha => not_le.1 fun h => hc ⟨a, ha, h⟩) (card_pos.1 h0))
  obtain ⟨b, hb, hb0⟩ : ∃ b ∈ (layer A s)ᶜ, 0 ≤ ml b := by
    by_contra hc
    have hne : ((layer A s)ᶜ).Nonempty :=
      card_pos.1 (by rw [card_compl, Fintype.card_fin]; omega)
    have hp : 0 < ∑ b ∈ (layer A s)ᶜ, -ml b :=
      sum_pos (fun b hb => neg_pos.2 (not_le.1 fun h => hc ⟨b, hb, h⟩)) hne
    have ht := sum_add_sum_compl (layer A s) ml
    rw [sum_neg_distrib] at hp
    rw [sum_ml] at ht
    linarith
  -- moving the electron from a to b keeps MS, so it cannot raise ML
  have hb1 := mem_compl.1 hb
  have ha' := mem_layer.1 ha
  have hb' : (b, s) ∉ A := fun h => hb1 (mem_layer.2 h)
  have hS : MS (insert (b, s) (A.erase (a, s))) = MS A := by
    unfold MS
    rw [sum_exchange ha' hb']
    ring
  have hL := h.orbital _ (card_exchange ha' hb') hS
  unfold ML at hL
  rw [sum_exchange ha' hb'] at hL
  have hab : ml a = ml b := by
    apply le_antisymm
    · linarith
    · linarith
  have hq : ((a : ℕ) : ℚ) = ((b : ℕ) : ℚ) := by
    unfold ml at hab
    linarith
  have he : a = b := Fin.ext (by exact_mod_cast hq)
  exact hb1 (he ▸ ha)

/-- The spin-orbit sum of a Hund determinant is positive in a less than half-filled open
shell and negative in a more than half-filled open shell. -/
theorem IsHund.spinOrbit_sign {A : Finset (SpinOrbital l)} (h : IsHund A) :
    (0 < A.card → A.card < 2 * l + 1 → 0 < spinOrbit A) ∧
      (2 * l + 1 < A.card → A.card < 4 * l + 2 → spinOrbit A < 0) := by
  have hc := card_layers A
  constructor <;> intro h0 h1
  · have he := h.spin.down_empty h1.le
    rw [he, card_empty] at hc
    have hp := h.layer_pos true (by omega) (by omega)
    rw [spinOrbit_layers, he, sum_empty]
    linarith
  · have he := h.spin.up_full h0.le
    rw [he, card_univ, Fintype.card_fin] at hc
    have hp := h.layer_pos false (by omega) (by omega)
    rw [spinOrbit_layers, he, sum_ml]
    linarith

/-- A Hund determinant exists for every number of electrons the shell can hold. -/
theorem exists_isHund (n : ℕ) (hn : n ≤ 4 * l + 2) :
    ∃ A : Finset (SpinOrbital l), A.card = n ∧ IsHund A := by
  have hcard : n ≤ (univ : Finset (SpinOrbital l)).card := by
    rw [card_univ, Fintype.card_prod, Fintype.card_fin, Fintype.card_bool]
    omega
  obtain ⟨C, -, hC⟩ := exists_subset_card_eq hcard
  -- maximise MS first, then ML
  obtain ⟨D, hD, hmax⟩ := exists_max_image
    (univ.filter fun B : Finset (SpinOrbital l) => B.card = n) MS ⟨C, by simp [hC]⟩
  have hDn : D.card = n := (mem_filter.1 hD).2
  obtain ⟨A, hA, hmax'⟩ := exists_max_image
    (univ.filter fun B : Finset (SpinOrbital l) => B.card = n ∧ MS B = MS D) ML
    ⟨D, by simp [hDn]⟩
  obtain ⟨hAn, hAS⟩ := (mem_filter.1 hA).2
  refine ⟨A, hAn, fun B hB => ?_, fun B hB hS => ?_⟩
  · rw [hAS]
    exact hmax B (mem_filter.2 ⟨mem_univ _, hB.trans hAn⟩)
  · exact hmax' B (mem_filter.2 ⟨mem_univ _, hB.trans hAn, hS.trans hAS⟩)

end ShellSpinOrbit
```

```lean
#print axioms ShellSpinOrbit.spinOrbit_compl
#print axioms ShellSpinOrbit.spinOrbit_of_maxSpin
#print axioms ShellSpinOrbit.IsHund.spinOrbit_sign
#print axioms ShellSpinOrbit.exists_isHund
```

```
'ShellSpinOrbit.spinOrbit_compl' depends on axioms: [propext, Classical.choice, Quot.sound]
'ShellSpinOrbit.spinOrbit_of_maxSpin' depends on axioms: [propext, Classical.choice, Quot.sound]
'ShellSpinOrbit.IsHund.spinOrbit_sign' depends on axioms: [propext, Classical.choice, Quot.sound]
'ShellSpinOrbit.exists_isHund' depends on axioms: [propext, Classical.choice, Quot.sound]
```

## Determinants as sets of occupied spin-orbitals

A shell with orbital quantum number $l$ has $2l+1$ orbitals, each with two spin projections. Lean labels the orbitals by $i = 0,\dots,2l$, and `ml` sets $m_i = i - l$. The spin label `true` means $m_s = +1/2$ and `false` means $m_s = -1/2$. All projections are rational numbers in units of $\hbar$.

A determinant is the finite set $A$ of its occupied spin-orbitals, so the Pauli principle is built in, and the overall sign of the wavefunction, which affects no diagonal quantity, is left out. The number of electrons is $n = |A|$, written `A.card`, and the complement `Aᶜ` is the set of holes. Three sums over $A$ matter:

$$M_L(A) = \sum_{A} m,\qquad M_S(A) = \sum_{A} m_s,\qquad W(A) = \sum_{A} m\,m_s .$$

They are `ML`, `MS` and `spinOrbit`.

The theorems state the following.

- `spinOrbit_compl`: for every determinant, $W(A^c) = -W(A)$.
- `spinOrbit_of_maxSpin`: if $M_S(A)$ is the largest possible for $n$ electrons, then $W(A) = M_L(A)/2$ for $n \le 2l+1$ and $W(A) = -M_L(A)/2$ for $n \ge 2l+1$. At $n = 2l+1$ both hold, so $M_L$ and $W$ vanish.
- `IsHund.spinOrbit_sign`: for a Hund determinant, $W(A) > 0$ when $0 < n < 2l+1$, and $W(A) < 0$ when $2l+1 < n < 4l+2$. For $l = 0$ neither range contains an integer.
- `exists_isHund`: a Hund determinant exists for every $n \le 4l+2$.

The second theorem needs only maximal $M_S$; $M_L$ may take any value compatible with it. `IsHund` adds the condition that $M_L$ is maximal among the determinants with the same $n$ and $M_S$. No filling order is prescribed.

## From the sum to the order of the levels

The one-electron spin-orbit operator in a shell is $\zeta\,\mathbf{l}\cdot\mathbf{s}$. The constant $\zeta$ is the radial average of the spin-orbit coupling, positive for an electron in the attractive field of an atom. Write

$$\mathbf{l}\cdot\mathbf{s} = l_z s_z + \tfrac12\,(l_+ s_- + l_- s_+).$$

The ladder terms move an electron to a different spin-orbital, so they have no expectation value in a single determinant. What remains is $\zeta\,W(A)$. The file treats this diagonal sum without the factor $\zeta$; it contains neither the off-diagonal matrix elements nor the electron repulsion. Its Hund determinants are therefore defined by maximal projections, not by lowest energy.

Hund's third rule concerns the order of the levels $J$, and one more step, not formalised here, leads there from the sign of $W$. In $LS$ coupling and to first order, the spin-orbit operator acts within a term as $\lambda\,\mathbf{L}\cdot\mathbf{S}$. The Hund determinant is the state $M_L = L$, $M_S = S$ of its term, so $\lambda L S = \zeta W = \pm\zeta L/2$. Away from half filling in an open shell this gives $\lambda = \pm\zeta/(2S)$. A positive $\lambda$ puts the smallest $J$ lowest, and a negative $\lambda$ gives an inverted multiplet with the largest $J$ lowest. For an atom with one open shell that is not half filled, this supplies a sign check on the computed fine-structure levels of the term that contains the Hund determinant, which is the ground term according to Hund's first two rules. The check presupposes that $LS$ coupling and first-order perturbation theory are adequate.

## Electrons and holes cancel

In the full shell, each orbital contributes $m\cdot\tfrac12 + m\cdot(-\tfrac12) = 0$. The sums over $A$ and $A^c$ together make up the sum over the full shell, hence $W(A) + W(A^c) = 0$.

The proof of `spinOrbit_compl` has the same two ingredients: `sum_add_sum_compl` joins electrons and holes, and `h0` is the cancellation orbital by orbital. The final `linarith` solves for $W(A^c)$.

## Maximal spin fixes the factor one half

Let $U$ and $D$ be the sets of orbitals occupied with spin up and spin down, in Lean `layer A true` and `layer A false`. Write $\Sigma_U$ and $\Sigma_D$ for their sums of $m$. Then

$$n = |U| + |D|,\qquad M_L = \Sigma_U + \Sigma_D,\qquad W = \tfrac12(\Sigma_U - \Sigma_D).$$

The lemma `sum_layers` splits any sum over $A$ in this way; `card_layers` and `spinOrbit_layers` are its instances for $n$ and $W$.

Suppose $M_S$ is maximal, some orbital $a$ is occupied with spin down, and some orbital $b$ is empty for spin up. Moving the electron from $(a,\downarrow)$ to $(b,\uparrow)$ keeps $n$ and raises $M_S$ by 1, a contradiction. So either $D$ is empty or $U$ is full. This is `MaxSpin.layers`, with `card_exchange` and `sum_exchange` accounting for the move.

Counting decides between the cases:

- Let $n \le 2l+1$. If $U$ is full, then $|D| = n - (2l+1) \le 0$, so $D$ is empty in either case (`MaxSpin.down_empty`). Hence $W = \Sigma_U/2 = M_L/2$.
- Let $n \ge 2l+1$. If $D$ is empty, then $|U| = n \ge 2l+1$, so $U$ is full in either case (`MaxSpin.up_full`). A full layer has $\Sigma_U = 0$, because $m$ and $-m$ cancel. Hence $W = -\Sigma_D/2 = -M_L/2$.

The vanishing sum is `sum_ml`, proved by reversing the order of the orbitals, which turns every $m$ into $-m$. In `spinOrbit_of_maxSpin` the two cases are rewritten with these facts, and `ring` finishes the algebra.

## Maximal $M_L$ fixes the sign

It remains to show that in a Hund determinant a partly filled layer has a positive sum of $m$. Let $X$ be such a layer, neither empty nor full, and suppose $\Sigma_X \le 0$.

1. Some occupied orbital $a$ in $X$ has $m_a \le 0$; otherwise all terms of $\Sigma_X$ would be positive.
2. The empty orbitals of the layer have total $m$ equal to $-\Sigma_X \ge 0$, so one of them, $b$, has $m_b \ge 0$.
3. Moving the electron from $a$ to $b$ without changing its spin keeps $n$ and $M_S$, and changes $M_L$ by $m_b - m_a \ge 0$.
4. Since $M_L$ was maximal, $m_b - m_a \le 0$. Thus $m_a = m_b$ and $a = b$, although $a$ is occupied and $b$ is empty.

This contradiction is `IsHund.layer_pos`. The two `obtain` steps find $a$ and $b$, `hS` records that $M_S$ is unchanged, and `hL` applies the maximality of $M_L$.

For $0 < n < 2l+1$ the partly filled layer is $U$ and $D$ is empty, so $W = \Sigma_U/2 > 0$. For $2l+1 < n < 4l+2$ the layer $U$ is full and $D$ is partly filled, so $W = -\Sigma_D/2 < 0$. `IsHund.spinOrbit_sign` carries out these two cases, with `omega` checking the electron counts.

Existence follows from finiteness. Among the finitely many determinants with $n$ electrons, choose one with the largest $M_S$; among those sharing that $M_S$, choose one with the largest $M_L$. The two uses of `exists_max_image` in `exists_isHund` are these two choices.

## The $p$ shell with two and four electrons

For $l = 1$ and $n = 2$, the Hund determinant occupies $(1,\uparrow)$ and $(0,\uparrow)$. It has $M_L = 1$ and

$$W = 1\cdot\tfrac12 + 0\cdot\tfrac12 = \tfrac12 .$$

For $n = 4$, all three spin-up orbitals and $(1,\downarrow)$ are occupied. Again $M_L = 1$, but now

$$W = \tfrac12(1 + 0 - 1) - \tfrac12\cdot 1 = -\tfrac12 .$$

The holes of the $p^2$ determinant are $(-1,\uparrow)$, $(1,\downarrow)$, $(0,\downarrow)$ and $(-1,\downarrow)$, also with $W = -\tfrac12$. This set is not the $p^4$ Hund determinant, since its $M_L$ and $M_S$ are both $-1$. Reversing every $m$ and every $m_s$ turns it into that determinant and leaves each product $m\,m_s$ unchanged.

## Electron-hole antisymmetry of the quadrupole

The argument for electrons and holes uses only that the summed quantity vanishes over the full shell. Within a shell, the diagonal quadrupole moment of an orbital is proportional to $3m^2 - l(l+1)$, which also has this property, because $\sum_m m^2 = l(l+1)(2l+1)/3$. Its sum over the holes of a determinant is therefore minus its sum over the electrons. Here the cancellation takes place among the orbitals of each spin layer, whereas for $m\,m_s$ it already takes place within each orbital.
